# A uniform phase with negative compressibility lowers its bulk energy by splitting into regions of nearby density

## Holes in a twisted antiferromagnet

Put a few mobile holes into an antiferromagnet. A hole moves more easily if neighbouring spins are not exactly antiparallel, so the holes favour a slow twist of the spin order. In a simple mean-field picture the result is a spiral whose pitch, meaning here the twist angle per length and not the length of a full turn, grows with the doping; other orders, such as stripes, can compete with it and are not considered here. A stronger twist makes room for further holes, and adding holes may then become cheaper as their density rises.

In that case the uniform spiral has a rival: part of the sample takes more holes than the average and part takes fewer. Does this lower the energy at a fixed total number of holes?

Let $e(n)$ be the energy per area of a uniform phase with $n$ holes per area, and let $\mu=e'$ be its chemical potential. Write $\kappa$ for the slope of $\mu$ at the density of interest. The compressibility at positive density has the sign of $\kappa$, so "negative compressibility" means $\kappa<0$. The energy of a divided sample is taken as the area-weighted sum of the energies of its regions. Interface energy and the long-range Coulomb energy of charged regions are left out.

## The claim for any number of regions

Suppose $e'=\mu$ near $n$, and $\mu$ has slope $\kappa<0$ at $n$. Then there is a $\delta>0$ with the following property. Take finitely many regions with area fractions $w_i>0$ and densities $x_i$, where
$$\sum_i w_i=1,\qquad \sum_i w_i x_i=n,\qquad |x_i-n|<\delta,$$
and not all $x_i$ equal $n$. Then
$$\sum_i w_i\,e(x_i)<e(n).$$
One $\delta$ serves for every number of regions and every choice of fractions. If $\kappa>0$, the inequality is reversed.

For two equal halves this becomes $\tfrac12[e(n-d)+e(n+d)]<e(n)$ for all sufficiently small $d>0$.

## Below the tangent line

The quotient $(\mu(y)-\mu(n))/(y-n)$ tends to $\kappa<0$ as $y\to n$. It is therefore negative for $0<|y-n|<\delta$ with some $\delta>0$. Multiplying by $(y-n)^2>0$ gives
$$(\mu(y)-\mu(n))(y-n)<0 .$$
Near $n$, the chemical potential is below $\mu(n)$ on the dense side and above $\mu(n)$ on the dilute side.

Shrink $\delta$ if necessary, so that $e'=\mu$ holds throughout $|y-n|<\delta$. For $0<|x-n|<\delta$, the mean value theorem gives a $c$ strictly between $n$ and $x$ with
$$e(x)-e(n)=\mu(c)(x-n).$$
Since $c-n$ and $x-n$ have the same sign, $(\mu(c)-\mu(n))(x-n)<0$, and hence
$$e(x)<e(n)+\mu(n)(x-n).$$

## Fixed mean density removes the linear term

Multiply the tangent bound by $w_i$ and add over the regions. A region with $x_i=n$ contributes an equality and every other region a strict inequality. At least one region is of the second kind, so
$$\sum_i w_i e(x_i)<e(n)\sum_i w_i+\mu(n)\Big(\sum_i w_i x_i-n\sum_i w_i\Big)=e(n).$$
For $\kappa>0$, apply the same result to $-e$, whose chemical potential $-\mu$ has slope $-\kappa<0$.

## The spiral with its pitch relaxed

Let $q$ be the pitch, the twist angle per length measured from the untwisted antiferromagnet. A simple energy per area for the spiral is
$$E(q,n)=\tfrac12\rho q^2-gqn+\tfrac12 a n^2 .$$
The spin stiffness $\rho>0$ is the exchange cost of twisting the spins. The coupling $g$ measures how much energy a hole gains per unit of twist. The constant $a$ collects the costs without any twist that grow as $n^2$, such as the kinetic energy of holes filling a parabolic two-dimensional band and short-range repulsion. A term linear in $n$, the energy of single holes, is left out: it shifts $\mu$ by a constant and cancels when divisions with the same mean density are compared. All three are postulated here, not computed from a microscopic Hamiltonian.

Completing the square gives
$$E(q,n)=\tfrac{\rho}{2}\Big(q-\tfrac{gn}{\rho}\Big)^2+\tfrac12\Big(a-\tfrac{g^2}{\rho}\Big)n^2 .$$
The unique best pitch is $q=gn/\rho$. What remains is the relaxed energy $e(n)=\tfrac12(a-g^2/\rho)n^2$, with chemical potential $\mu(n)=(a-g^2/\rho)n$. Because $\tfrac12[(n-d)^2+(n+d)^2]=n^2+d^2$,
$$\tfrac12[e(n-d)+e(n+d)]-e(n)=\frac{(a\rho-g^2)\,d^2}{2\rho}.$$
For $d\neq0$ this is negative exactly when $a\rho<g^2$: the spiral separates if the net energy gained by the twist, $g^2n^2/(2\rho)$, outweighs the quadratic doping cost $\tfrac12 an^2$ at $n>0$.

## Numbers for a soft spiral

Take $\rho=2$, $g=2$, $a=1$ in arbitrary units, so that $a\rho=2<4=g^2$ and $e(n)=-n^2/2$. At $n=0.1$ the uniform spiral has energy $-0.005$. Halves at $0.05$ and $0.15$ have energies $-0.00125$ and $-0.01125$, with mean $-0.00625$. Separation gains $0.00125$, as the formula says. With $a=3$ the relaxed energy is $+n^2/2$, and the same separation costs $0.00125$.

## Densities too far apart

The restriction to nearby densities matters for a general $e$. Let $e(x)=(x-3)^4-(x-3)^2$ and $n=3$, where $e''(3)=-2$. Halves at $3\pm d$ have mean energy $d^4-d^2$, compared with $e(3)=0$. This is a gain for $0<d<1$, but at $d=2$ the separation costs $12$. The quadratic spiral energy has no such limit, since its curvature is the same at every doping.

## Densities, fractions and regions in Lean

In `phase_separation` the functions `e` and `μ` map reals to reals. The hypothesis `he` says that `e` has derivative `μ x` at every `x` in some neighbourhood of `n`. The hypothesis `hμ` gives `μ` the slope `κ` at the single point `n`, so no continuous second derivative is required. Note that `κ` is the slope of the chemical potential, not the compressibility itself.

The regions are labelled by `Fin N`, with area fractions `w i` and densities `x i`. The order of the quantifiers, `∃ δ > 0` before `∀ (N : ℕ)`, expresses that one `δ` serves for all divisions. With no region the fractions cannot add up to one, and a single region must have density `n`; the statement has content from two regions on.

`equal_halves_separation` takes a twice continuously differentiable `e` and writes $e''(n)<0$ as `deriv (deriv e) n < 0`. The spiral is described by `spiralEnergy` and, at the best pitch, by `relaxedEnergy`. The theorem `spiral_separates_iff` holds for every `d ≠ 0`.

Densities are arbitrary reals, so a physical reading needs $n-d\ge0$. The theorems compare energies of given divisions; they do not determine the densities at which separation ends. For mean-field work on doped antiferromagnets, the result means that a uniform solution with negative curvature of $e$ is not the lowest state at its mean doping, provided that interface and long-range Coulomb energies are neglected.

```lean
import Mathlib

open Filter Topology

namespace SpiralPhaseSeparation

noncomputable section

/-- If the chemical potential `μ` has negative slope `κ` at density `n`, then close to `n` it is
lower than `μ n` at densities above `n` and higher than `μ n` at densities below `n`. -/
theorem potential_falls {μ : ℝ → ℝ} {n κ : ℝ} (hμ : HasDerivAt μ κ n) (hκ : κ < 0) :
    ∃ δ > 0, ∀ y, |y - n| < δ → y ≠ n → (μ y - μ n) * (y - n) < 0 := by
  have hs := (hasDerivAt_iff_tendsto_slope.mp hμ).eventually_lt_const hκ
  rw [eventually_nhdsWithin_iff] at hs
  obtain ⟨δ, hδ, h⟩ := Metric.eventually_nhds_iff.mp hs
  refine ⟨δ, hδ, fun y hy hne => ?_⟩
  have h1 : slope μ n y < 0 := h (by rwa [Real.dist_eq]) hne
  rw [slope_def_field] at h1
  have h0 : y - n ≠ 0 := sub_ne_zero.mpr hne
  have h2 : (μ y - μ n) * (y - n) = (μ y - μ n) / (y - n) * (y - n) ^ 2 := by
    field_simp
  rw [h2]
  exact mul_neg_of_neg_of_pos h1 (by positivity)

/-- If the energy density `e` has chemical potential `μ` near `n`, and `μ` has negative slope at
`n`, then at all densities close to `n` but different from `n` the energy lies strictly below its
tangent line at `n`. -/
theorem energy_below_tangent {e μ : ℝ → ℝ} {n κ : ℝ}
    (he : ∀ᶠ x in 𝓝 n, HasDerivAt e (μ x) x) (hμ : HasDerivAt μ κ n) (hκ : κ < 0) :
    ∃ δ > 0, ∀ x, |x - n| < δ → x ≠ n → e x < e n + μ n * (x - n) := by
  obtain ⟨δ₁, hδ₁, h1⟩ := potential_falls hμ hκ
  obtain ⟨δ₂, hδ₂, h2⟩ := Metric.eventually_nhds_iff.mp he
  refine ⟨min δ₁ δ₂, lt_min hδ₁ hδ₂, fun x hx hne => ?_⟩
  obtain ⟨hx1, hx2⟩ := lt_min_iff.mp hx
  rw [abs_lt] at hx1 hx2
  have hd : ∀ y, -δ₂ < y - n → y - n < δ₂ → HasDerivAt e (μ y) y := fun y ha hb =>
    h2 (by rw [Real.dist_eq, abs_lt]; exact ⟨ha, hb⟩)
  -- the mean value theorem writes the energy difference as `μ c` times the density difference
  rcases lt_or_gt_of_ne hne with hlt | hgt
  · obtain ⟨c, hc, hslope⟩ := exists_hasDerivAt_eq_slope e μ hlt
      (fun y hy => (hd y (by linarith [hy.1]) (by linarith [hy.2])).continuousAt.continuousWithinAt)
      (fun y hy => hd y (by linarith [hy.1]) (by linarith [hy.2]))
    have hneg := h1 c (by rw [abs_lt]; constructor <;> linarith [hc.1, hc.2]) hc.2.ne
    have hμc : μ n < μ c := by
      by_contra hcon
      nlinarith [mul_nonneg (sub_nonneg.mpr (not_lt.mp hcon)) (sub_nonneg.mpr hc.2.le)]
    rw [eq_div_iff (sub_pos.mpr hlt).ne'] at hslope
    nlinarith [mul_pos (sub_pos.mpr hμc) (sub_pos.mpr hlt)]
  · have hgt' : n < x := hgt
    obtain ⟨c, hc, hslope⟩ := exists_hasDerivAt_eq_slope e μ hgt'
      (fun y hy => (hd y (by linarith [hy.1]) (by linarith [hy.2])).continuousAt.continuousWithinAt)
      (fun y hy => hd y (by linarith [hy.1]) (by linarith [hy.2]))
    have hneg := h1 c (by rw [abs_lt]; constructor <;> linarith [hc.1, hc.2]) hc.1.ne'
    have hμc : μ c < μ n := by
      by_contra hcon
      nlinarith [mul_nonneg (sub_nonneg.mpr (not_lt.mp hcon)) (sub_nonneg.mpr hc.1.le)]
    rw [eq_div_iff (sub_pos.mpr hgt').ne'] at hslope
    nlinarith [mul_pos (sub_pos.mpr hμc) (sub_pos.mpr hgt')]

/-- Let the chemical potential `μ` of a uniform phase have negative slope at density `n`. Then
every division into finitely many regions with positive area fractions `w i`, densities `x i`
close to `n` but not all equal to `n`, and mean density `n`, lowers the energy. -/
theorem phase_separation {e μ : ℝ → ℝ} {n κ : ℝ}
    (he : ∀ᶠ x in 𝓝 n, HasDerivAt e (μ x) x) (hμ : HasDerivAt μ κ n) (hκ : κ < 0) :
    ∃ δ > 0, ∀ (N : ℕ) (w x : Fin N → ℝ), (∀ i, 0 < w i) → ∑ i, w i = 1 →
      ∑ i, w i * x i = n → (∀ i, |x i - n| < δ) → (∃ i, x i ≠ n) →
      ∑ i, w i * e (x i) < e n := by
  obtain ⟨δ, hδ, h⟩ := energy_below_tangent he hμ hκ
  refine ⟨δ, hδ, fun N w x hw hw1 hmean hx hne => ?_⟩
  -- the tangent line averages to the energy of the uniform phase
  have htan : ∑ i, w i * (e n + μ n * (x i - n)) = e n := by
    have hsplit : ∑ i, w i * (e n + μ n * (x i - n))
        = (e n - μ n * n) * ∑ i, w i + μ n * ∑ i, w i * x i := by
      rw [Finset.mul_sum, Finset.mul_sum, ← Finset.sum_add_distrib]
      exact Finset.sum_congr rfl fun i _ => by ring
    rw [hsplit, hw1, hmean]
    ring
  obtain ⟨j, hj⟩ := hne
  calc ∑ i, w i * e (x i) < ∑ i, w i * (e n + μ n * (x i - n)) := by
        refine Finset.sum_lt_sum (fun i _ => ?_)
          ⟨j, Finset.mem_univ j, mul_lt_mul_of_pos_left (h (x j) (hx j) hj) (hw j)⟩
        by_cases hi : x i = n
        · simp [hi]
        · exact (mul_lt_mul_of_pos_left (h (x i) (hx i) hi) (hw i)).le
    _ = e n := htan

/-- Let the chemical potential `μ` of a uniform phase have positive slope at density `n`. Then every
division into finitely many regions with positive area fractions `w i`, densities `x i` close to `n`
but not all equal to `n`, and mean density `n`, raises the energy. -/
theorem uniform_phase_stable {e μ : ℝ → ℝ} {n κ : ℝ}
    (he : ∀ᶠ x in 𝓝 n, HasDerivAt e (μ x) x) (hμ : HasDerivAt μ κ n) (hκ : 0 < κ) :
    ∃ δ > 0, ∀ (N : ℕ) (w x : Fin N → ℝ), (∀ i, 0 < w i) → ∑ i, w i = 1 →
      ∑ i, w i * x i = n → (∀ i, |x i - n| < δ) → (∃ i, x i ≠ n) →
      e n < ∑ i, w i * e (x i) := by
  obtain ⟨δ, hδ, h⟩ := phase_separation (e := fun x => -e x) (μ := fun x => -μ x)
    (he.mono fun x hx => hx.fun_neg) hμ.fun_neg (neg_lt_zero.mpr hκ)
  refine ⟨δ, hδ, fun N w x hw hw1 hmean hx hne => ?_⟩
  have h1 := h N w x hw hw1 hmean hx hne
  simp only [mul_neg, Finset.sum_neg_distrib] at h1
  linarith

/-- For a twice continuously differentiable energy density with negative second derivative at `n`,
separation into equal halves of densities `n - d` and `n + d` lowers the energy for all
sufficiently small `d > 0`. -/
theorem equal_halves_separation {e : ℝ → ℝ} {n : ℝ} (he : ContDiff ℝ 2 e)
    (hneg : deriv (deriv e) n < 0) :
    ∃ δ > 0, ∀ d, 0 < d → d < δ → (e (n - d) + e (n + d)) / 2 < e n := by
  have hdiff : Differentiable ℝ e := he.differentiable (by norm_num)
  have hμ := (differentiableAt_of_deriv_ne_zero hneg.ne).hasDerivAt
  obtain ⟨δ, hδ, h⟩ := energy_below_tangent
    (Eventually.of_forall fun x => (hdiff x).hasDerivAt) hμ hneg
  refine ⟨δ, hδ, fun d hd hdδ => ?_⟩
  have h1 := h (n - d) (by rw [abs_lt]; constructor <;> linarith) (sub_lt_self n hd).ne
  have h2 := h (n + d) (by rw [abs_lt]; constructor <;> linarith) (lt_add_of_pos_right n hd).ne'
  linarith

/-- Energy density of a spiral of pitch `q` at doping `n`, with spin stiffness `ρ`, coupling `g`
of the doping to the twist, and bare doping cost `a`. -/
def spiralEnergy (ρ g a q n : ℝ) : ℝ := ρ * q ^ 2 / 2 - g * q * n + a * n ^ 2 / 2

/-- Energy density of the spiral at the pitch `q = g n / ρ`, for `ρ ≠ 0`. -/
def relaxedEnergy (ρ g a n : ℝ) : ℝ := spiralEnergy ρ g a (g * n / ρ) n

/-- For positive stiffness, every pitch other than `g n / ρ` has a strictly higher energy. -/
theorem relaxed_pitch_optimal {ρ g a q n : ℝ} (hρ : 0 < ρ) (hq : q ≠ g * n / ρ) :
    relaxedEnergy ρ g a n < spiralEnergy ρ g a q n := by
  have hsq : spiralEnergy ρ g a q n - relaxedEnergy ρ g a n
      = ρ / 2 * (q - g * n / ρ) ^ 2 := by
    unfold relaxedEnergy spiralEnergy
    field_simp
    ring
  have h0 : q - g * n / ρ ≠ 0 := sub_ne_zero.mpr hq
  have hpos : 0 < ρ / 2 * (q - g * n / ρ) ^ 2 := by positivity
  linarith

/-- For nonzero stiffness, the chemical potential of the relaxed spiral is linear in the doping,
with slope `a - g² / ρ`. -/
theorem relaxed_chemical_potential {ρ : ℝ} (g a n : ℝ) (hρ : ρ ≠ 0) :
    HasDerivAt (relaxedEnergy ρ g a) ((a - g ^ 2 / ρ) * n) n := by
  have hform : relaxedEnergy ρ g a = fun x => (a - g ^ 2 / ρ) / 2 * (x * x) := by
    funext x
    unfold relaxedEnergy spiralEnergy
    field_simp
    ring
  rw [hform]
  exact (((hasDerivAt_id' n).fun_mul (hasDerivAt_id' n)).const_mul _).congr_deriv (by ring)

/-- For positive stiffness and any `d ≠ 0`, separation of the relaxed spiral into equal halves of
dopings `n - d` and `n + d` lowers the energy exactly when `a ρ < g²`. -/
theorem spiral_separates_iff {ρ g a n d : ℝ} (hρ : 0 < ρ) (hd : d ≠ 0) :
    (relaxedEnergy ρ g a (n - d) + relaxedEnergy ρ g a (n + d)) / 2 < relaxedEnergy ρ g a n
      ↔ a * ρ < g ^ 2 := by
  have key : (relaxedEnergy ρ g a (n - d) + relaxedEnergy ρ g a (n + d)) / 2
      - relaxedEnergy ρ g a n = (a * ρ - g ^ 2) * (d ^ 2 / (2 * ρ)) := by
    unfold relaxedEnergy spiralEnergy
    field_simp
    ring
  have hpos : 0 < d ^ 2 / (2 * ρ) := by positivity
  constructor
  · intro h
    by_contra hcon
    have := mul_nonneg (sub_nonneg.mpr (not_lt.mp hcon)) hpos.le
    linarith
  · intro h
    have := mul_neg_of_neg_of_pos (sub_neg.mpr h) hpos
    linarith

end

end SpiralPhaseSeparation
```

```lean
#print axioms SpiralPhaseSeparation.uniform_phase_stable
#print axioms SpiralPhaseSeparation.relaxed_pitch_optimal
#print axioms SpiralPhaseSeparation.relaxed_chemical_potential
#print axioms SpiralPhaseSeparation.spiral_separates_iff
```

```
'SpiralPhaseSeparation.uniform_phase_stable' depends on axioms: [propext, Classical.choice, Quot.sound]
'SpiralPhaseSeparation.relaxed_pitch_optimal' depends on axioms: [propext, Classical.choice, Quot.sound]
'SpiralPhaseSeparation.relaxed_chemical_potential' depends on axioms: [propext, Classical.choice, Quot.sound]
'SpiralPhaseSeparation.spiral_separates_iff' depends on axioms: [propext, Classical.choice, Quot.sound]
```

## From a slope to a sum over regions

`potential_falls` is the first step of the derivation. The derivative is rewritten as a limit of difference quotients, the limit is negative, and so the quotients are negative within some radius `δ`. The identity `h2` is the multiplication by $(y-n)^2$.

`energy_below_tangent` takes the smaller of two radii: one on which the chemical potential falls as described, and one on which `μ` is the derivative of `e`. Mathlib's mean value theorem, `exists_hasDerivAt_eq_slope`, needs an ordered interval, so the cases `x < n` and `n < x` are treated separately. Each case finds the intermediate density `c` and compares `μ c` with `μ n`: it is larger on the dilute side and smaller on the dense side. The closing `nlinarith` multiplies this comparison by the positive length of the interval.

In `phase_separation`, `htan` computes the average of the tangent line from the two sum conditions and finds `e n`. The strict inequality comes from `Finset.sum_lt_sum`, which asks for `≤` in every term and `<` in at least one. The region `j` with density different from `n` supplies the strict term. `uniform_phase_stable` applies this theorem to `-e` and `-μ` and turns the signs back.

`equal_halves_separation` uses the tangent bound directly, at `n - d` and `n + d`; adding the two bounds cancels the linear terms. Lean's `deriv` is zero where a function is not differentiable, so the negative value in the hypothesis already shows that `deriv e` is differentiable at `n`.

## The square and the sign of $a\rho-g^2$

The spiral theorems rest on algebraic identities, checked by `field_simp` and `ring`. In `relaxed_pitch_optimal`, `hsq` is the completed square, and its value is positive when the pitch differs from $gn/\rho$. `relaxed_chemical_potential` first brings the relaxed energy into its quadratic form and then differentiates it.

`spiral_separates_iff` does not go through the general theorem. Its identity `key` is the energy difference computed above, with the factor $d^2/(2\rho)$ split off. That factor is positive, so the sign of the difference is the sign of $a\rho-g^2$, and both directions of the equivalence follow.
